# Thomas precession from the derivative of a pure boost

An electron circling a nucleus carries a spin, and the force that bends its path keeps changing its rest frame. At each instant that frame can be reached from the laboratory by a pure boost, with no rotation. Two successive frames of this kind nevertheless differ by a small rotation as well as a small boost whenever the velocity changes direction. The question is how fast the axes turn.

Let \(u(t)\) be the spatial part of the four-velocity at laboratory time \(t\), with \(c=1\), and let \(B(u)\) be the pure boost that takes a particle from rest to \(u\). Its inverse is \(B(-u)\), so to first order

\[
B(-u(t))\,B(u(t+dt)) = 1 + B(-u)\,\frac{dB}{dt}\,dt .
\]

The spatial block of \(B(-u)\,dB/dt\) is the rotation rate sought. The spatial directions are labelled by any finite type `n`, so their number is free.

```lean
import Mathlib

open Matrix

namespace ThomasPrecession

noncomputable section

variable {n : Type*} [Fintype n]
```

## The boost and its rate of change

The Lorentz factor is a function of \(u\), namely \(\gamma=\sqrt{1+u\cdot u}\).

```lean
/-- The Lorentz factor `γ = √(1 + u·u)` as a function of the spatial part `u` of the
four-velocity, in units with `c = 1`. -/
def gamma (u : n → ℝ) : ℝ := √(1 + u ⬝ᵥ u)
```

In terms of the ordinary velocity \(v\) the same quantity is \(1/\sqrt{1-v\cdot v}\). It has its own name in Lean because its argument is different.

```lean
/-- The Lorentz factor `1/√(1 - v·v)` as a function of the ordinary velocity `v`,
for `v·v < 1`. -/
def lorentzFactor (v : n → ℝ) : ℝ := (√(1 - v ⬝ᵥ v))⁻¹
```

Spacetime indices form `Unit ⊕ n`: one time index, written 0 below, and the spatial ones. In blocks,

\[
B(u)=\begin{pmatrix}\gamma & u^T\\ u & I+\dfrac{uu^T}{1+\gamma}\end{pmatrix}.
\]

This is the active convention, which sends \((1,0)\) to \((\gamma,u)\); many textbooks write the passive boost, with \(-u\). The Lean expression `vecMulVec u u` is \(uu^T\).

```lean
/-- The pure boost with blocks `γ`, `uᵀ`, `u` and `I + u uᵀ/(1+γ)`. -/
def boost [DecidableEq n] (u : n → ℝ) : Matrix (Unit ⊕ n) (Unit ⊕ n) ℝ :=
  fromBlocks (of fun _ _ => gamma u) (of fun _ j => u j) (of fun i _ => u i)
    (1 + (1 / (1 + gamma u)) • vecMulVec u u)
```

Let \(w=u'\) be the rate of change of \(u\). Since \(\gamma'=u\cdot w/\gamma\), the quotient rule gives the spatial entries of the boost's derivative \(R\):

\[
R_{ij}=\frac{w_iu_j+u_iw_j}{1+\gamma}-\frac{u\cdot w}{\gamma}\,\frac{u_iu_j}{(1+\gamma)^2}.
\]

The other entries are \(R_{00}=u\cdot w/\gamma\), \(R_{0j}=w_j\) and \(R_{i0}=w_i\).

```lean
/-- The rate of change of the boost when `u` changes at the rate `w`, written out in blocks. -/
def boostRate (u w : n → ℝ) : Matrix (Unit ⊕ n) (Unit ⊕ n) ℝ :=
  fromBlocks (of fun _ _ => u ⬝ᵥ w / gamma u) (of fun _ j => w j) (of fun i _ => w i)
    (of fun i j => (w i * u j + u i * w j) / (1 + gamma u)
      - u ⬝ᵥ w / gamma u * (u i * u j) / (1 + gamma u) ^ 2)
```

The expected answer is the antisymmetric matrix \((wu^T-uw^T)/(1+\gamma)\). In one dimension it vanishes.

```lean
/-- The Thomas rotation rate `(w uᵀ - u wᵀ)/(1+γ)`, where `w` is the rate of change of `u`. -/
def thomasRate (u w : n → ℝ) : Matrix n n ℝ :=
  (1 / (1 + gamma u)) • (vecMulVec w u - vecMulVec u w)
```

Because \(u\cdot u\ge 0\), the root is positive and \(\gamma^2=1+u\cdot u\). This permits every later division by \(\gamma\) and \(1+\gamma\).

```lean
/-- The Lorentz factor is positive and satisfies the mass-shell relation `γ² = 1 + u·u`. -/
theorem gamma_pos_and_sq (u : n → ℝ) : 0 < gamma u ∧ gamma u ^ 2 = 1 + u ⬝ᵥ u := by
  have h : 0 ≤ u ⬝ᵥ u := Finset.sum_nonneg fun i _ => mul_self_nonneg (u i)
  exact ⟨Real.sqrt_pos.2 (by linarith), Real.sq_sqrt (by linarith)⟩
```

The product rule, summed over components, gives \((u\cdot u)'=2\,u\cdot u'\).

```lean
/-- Along a differentiable curve the squared length `u·u` changes at the rate `2 u·u'`. -/
theorem hasDerivAt_dot_self {u : ℝ → n → ℝ} {u' : n → ℝ} {t : ℝ} (hu : HasDerivAt u u' t) :
    HasDerivAt (fun s => u s ⬝ᵥ u s) (2 * (u t ⬝ᵥ u')) t := by
  have hc := hasDerivAt_pi.1 hu
  have h : HasDerivAt (fun s => ∑ i, u s i * u s i) (∑ i, (u' i * u t i + u t i * u' i)) t :=
    HasDerivAt.fun_sum fun i _ => (hc i).fun_mul (hc i)
  refine h.congr_deriv ?_
  rw [dotProduct, Finset.mul_sum]
  exact Finset.sum_congr rfl fun i _ => by ring
```

The chain rule for the square root then gives \(\gamma'=2\,u\cdot u'/(2\gamma)=u\cdot u'/\gamma\), which is `hγ` in the proof. The four cases are the four blocks; only the spatial one needs the quotient rule. The derivative of the boost therefore exists and equals \(R\).

```lean
/-- Along a differentiable curve `u(t)` every entry of the boost is differentiable, with the
derivative given by `boostRate`. -/
theorem hasDerivAt_boost [DecidableEq n] {u : ℝ → n → ℝ} {u' : n → ℝ} {t : ℝ}
    (hu : HasDerivAt u u' t) (i j : Unit ⊕ n) :
    HasDerivAt (fun s => boost (u s) i j) (boostRate (u t) u' i j) t := by
  obtain ⟨hpos, hsq⟩ := gamma_pos_and_sq (u t)
  have h0 : gamma (u t) ≠ 0 := hpos.ne'
  have h1 : 1 + gamma (u t) ≠ 0 := by positivity
  have hc := hasDerivAt_pi.1 hu
  -- the Lorentz factor changes at the rate u·u'/γ
  have hγ : HasDerivAt (fun s => gamma (u s)) (u t ⬝ᵥ u' / gamma (u t)) t := by
    have hne : 1 + u t ⬝ᵥ u t ≠ 0 := by rw [← hsq]; positivity
    exact (((hasDerivAt_dot_self hu).const_add 1).sqrt hne).congr_deriv
      (mul_div_mul_left _ _ two_ne_zero)
  rcases i with i | i <;> rcases j with j | j
  · exact hγ
  · exact hc j
  · exact hc i
  · have e : (fun s => boost (u s) (Sum.inr i) (Sum.inr j)) =
        fun s => (1 : Matrix n n ℝ) i j + u s i * u s j / (1 + gamma (u s)) := by
      funext s
      simp only [boost, fromBlocks_apply₂₂, Matrix.add_apply, Matrix.smul_apply,
        vecMulVec_apply, smul_eq_mul]
      ring
    rw [e]
    refine ((((hc i).fun_mul (hc j)).fun_div (hγ.const_add 1) h1).const_add _).congr_deriv ?_
    simp only [boostRate, fromBlocks_apply₂₂, of_apply]
    field_simp
```

## Returning to the comoving frame

For any matrix \(M\), the rows of the product with \(B(-u)\) are

\[
(B(-u)M)_{0j}=\gamma M_{0j}-\sum_k u_kM_{kj},
\]
\[
(B(-u)M)_{ij}=M_{ij}-u_iM_{0j}+\frac{u_i}{1+\gamma}\sum_k u_kM_{kj}.
\]

Set \(M=R\). For a spatial column \(j\), using \(u\cdot u=\gamma^2-1\),

\[
\sum_k u_kR_{kj}=(\gamma-1)w_j+\frac{u\cdot w}{\gamma(1+\gamma)}u_j .
\]

The time-time entry is \(u\cdot w-u\cdot w=0\). Both mixed blocks have components \(w_i-\frac{u\cdot w}{\gamma(1+\gamma)}u_i\), which is an infinitesimal boost. In the spatial block the \(u_iu_j\) terms cancel, and the coefficient of \(u_iw_j\) is

\[
\frac{1}{1+\gamma}-1+\frac{\gamma-1}{1+\gamma}=-\frac{1}{1+\gamma},
\]

while that of \(w_iu_j\) is \(1/(1+\gamma)\). In the proof, `ht` and `hx` are the two row formulas and `hcol` is the contraction; `field_simp` and `ring` finish the algebra in each block.

```lean
/-- Seen from the comoving frame, the change of the boost is an infinitesimal boost along
`w - (u·w) u/(γ(1+γ))` together with the Thomas rotation. -/
theorem boost_neg_mul_boostRate [DecidableEq n] (u w : n → ℝ) :
    boost (-u) * boostRate u w =
      fromBlocks 0 (of fun _ j => w j - u ⬝ᵥ w / (gamma u * (1 + gamma u)) * u j)
        (of fun i _ => w i - u ⬝ᵥ w / (gamma u * (1 + gamma u)) * u i) (thomasRate u w) := by
  obtain ⟨hpos, hsq⟩ := gamma_pos_and_sq u
  have h0 : gamma u ≠ 0 := hpos.ne'
  have h1 : 1 + gamma u ≠ 0 := by positivity
  have hneg : gamma (-u) = gamma u := by simp [gamma]
  have huu : u ⬝ᵥ u = gamma u ^ 2 - 1 := by linarith
  -- time and space rows of a product with the inverse boost
  have ht : ∀ (M : Matrix (Unit ⊕ n) (Unit ⊕ n) ℝ) i j, (boost (-u) * M) (Sum.inl i) j =
      gamma u * M (Sum.inl ()) j - ∑ k, u k * M (Sum.inr k) j := by
    intro M i j
    simp [mul_apply, boost, hneg, sub_eq_add_neg]
  have hx : ∀ (M : Matrix (Unit ⊕ n) (Unit ⊕ n) ℝ) i j, (boost (-u) * M) (Sum.inr i) j =
      M (Sum.inr i) j - u i * M (Sum.inl ()) j
        + u i / (1 + gamma u) * ∑ k, u k * M (Sum.inr k) j := by
    intro M i j
    have hb : ∀ k, boost (-u) (Sum.inr i) (Sum.inr k) =
        (1 : Matrix n n ℝ) i k + 1 / (1 + gamma u) * (u i * u k) := by
      intro k
      simp [boost, hneg, vecMulVec_apply]
    have h : ∑ k, ((1 : Matrix n n ℝ) i k + 1 / (1 + gamma u) * (u i * u k)) * M (Sum.inr k) j
        = M (Sum.inr i) j + u i / (1 + gamma u) * ∑ k, u k * M (Sum.inr k) j := by
      simp only [add_mul, Finset.sum_add_distrib, Finset.mul_sum]
      congr 1
      · simp [one_apply]
      · exact Finset.sum_congr rfl fun k _ => by ring
    rw [mul_apply, Fintype.sum_sum_type, Fintype.sum_unique]
    simp only [hb, h]
    change -u i * M (Sum.inl ()) j + _ = _
    ring
  -- contraction of u with the spatial block of the rate
  have hcol : ∀ j, ∑ k, u k * boostRate u w (Sum.inr k) (Sum.inr j) =
      u j / (1 + gamma u) * (u ⬝ᵥ w) + (w j / (1 + gamma u)
        - u ⬝ᵥ w / gamma u * u j / (1 + gamma u) ^ 2) * (gamma u ^ 2 - 1) := by
    intro j
    have hlin : ∀ p q : ℝ, p * (u ⬝ᵥ w) + q * (u ⬝ᵥ u) =
        ∑ k, u k * (p * w k + q * u k) := by
      intro p q
      simp only [dotProduct, Finset.mul_sum, ← Finset.sum_add_distrib]
      exact Finset.sum_congr rfl fun k _ => by ring
    rw [← huu, hlin]
    refine Finset.sum_congr rfl fun k _ => ?_
    simp only [boostRate, fromBlocks_apply₂₂, of_apply]
    ring
  ext i j
  rcases i with i | i <;> rcases j with j | j
  · rw [ht]
    change gamma u * (u ⬝ᵥ w / gamma u) - u ⬝ᵥ w = 0
    field_simp
    ring
  · rw [ht, hcol]
    change gamma u * w j - _ = w j - u ⬝ᵥ w / (gamma u * (1 + gamma u)) * u j
    field_simp
    ring
  · rw [hx]
    change w i - u i * (u ⬝ᵥ w / gamma u) + u i / (1 + gamma u) * (u ⬝ᵥ w) =
      w i - u ⬝ᵥ w / (gamma u * (1 + gamma u)) * u i
    field_simp
    ring
  · rw [hx, hcol]
    simp only [boostRate, thomasRate, fromBlocks_apply₂₂, fromBlocks_apply₁₂, of_apply,
      Matrix.smul_apply, Matrix.sub_apply, vecMulVec_apply, smul_eq_mul]
    field_simp
    ring
```

## The rotation rate along a curve

The main theorem takes any matrix \(D\) whose entries are the derivatives of the entries of \(B(u(t))\), and concludes

\[
\big[B(-u)D\big]_{\text{space}}=\frac{u'u^T-u\,u'^T}{1+\gamma}.
\]

The link between \(D\) and the computed \(R\) is `HasDerivAt.unique`. In Mathlib, `HasDerivAt f f' t` is a relation: it says that \(f\) is differentiable at \(t\) with derivative \(f'\). Uniqueness says that two such values at the same point agree. Applied to each entry, it gives \(D=R\), and the previous result supplies the block. Working by entries means that the boost is differentiated through real-valued functions and never as a matrix-valued one, so no norm on matrices has to be chosen.

```lean
/-- **Thomas precession.** If `D` is the derivative of the boost along a differentiable curve
`u(t)`, the spatial block of `B(-u) D` is `(u' uᵀ - u u'ᵀ)/(1+γ)`. -/
theorem thomas_precession [DecidableEq n] {u : ℝ → n → ℝ} {u' : n → ℝ} {t : ℝ}
    {D : Matrix (Unit ⊕ n) (Unit ⊕ n) ℝ} (hu : HasDerivAt u u' t)
    (hD : ∀ i j, HasDerivAt (fun s => boost (u s) i j) (D i j) t) :
    (boost (-u t) * D).toBlocks₂₂ =
      (1 / (1 + gamma (u t))) • (vecMulVec u' (u t) - vecMulVec (u t) u') := by
  have h : D = boostRate (u t) u' := by
    ext i j
    exact (hD i j).unique (hasDerivAt_boost hu i j)
  rw [h, boost_neg_mul_boostRate, toBlocks_fromBlocks₂₂, thomasRate]
```

The hypothesis `hu` ties \(u'\) to the curve. Without it, take the constant curve \(u=(1,0)\) in two dimensions, \(D=0\) and \(u'=(0,1)\). Then `hD` holds and the left side is zero, but the right side has off-diagonal entries \(\pm1/(1+\sqrt2)\). What fails here is the identification of \(u'\), since differentiability of \(u\) already follows from `hD` through the mixed blocks.

In three dimensions, \((u\times w)\times x=w(u\cdot x)-u(w\cdot x)\), so the block acts on \(x\) as the cross product with the angular velocity \((u\times w)/(1+\gamma)\). The proof checks the three components.

```lean
/-- In three dimensions the Thomas rotation rate acts on a vector as the cross product with the
angular velocity `(u × w)/(1+γ)`. -/
theorem thomasRate_mulVec_eq_cross (u w x : Fin 3 → ℝ) :
    thomasRate u w *ᵥ x = crossProduct ((1 / (1 + gamma u)) • crossProduct u w) x := by
  ext i
  fin_cases i <;>
    simp [thomasRate, mulVec, dotProduct, vecMulVec_apply, cross_apply, Fin.sum_univ_succ] <;>
    ring
```

This is the turning of the boosted axes. To reach a real spin one must add a transport law: if no torque acts in the comoving frame, the spin's components in these axes turn at the opposite rate, which is the sign often quoted for Thomas precession.

## Velocity and acceleration

Let \(v\cdot v<1\) at the instant considered, let \(a=v'\), and write \(u=\gamma v\). From \(\gamma^2(1-v\cdot v)=1\) it follows that \(1+u\cdot u=\gamma^2\), so the two Lorentz factors agree. Moreover \(u'=\gamma a+\gamma' v\), and the \(\gamma'\) term contributes \(\gamma\gamma'(vv^T-vv^T)=0\). The rate is therefore

\[
\frac{\gamma^2}{1+\gamma}\,(a v^T-v a^T).
\]

In Lean, `k` stands for \(\gamma'\); its value is never needed.

```lean
/-- For a particle with velocity `v`, `v·v < 1`, and acceleration `a`, the Thomas rotation rate
is `γ²/(1+γ) (a vᵀ - v aᵀ)`. -/
theorem thomas_precession_velocity [DecidableEq n] {v : ℝ → n → ℝ} {a : n → ℝ} {t : ℝ}
    {D : Matrix (Unit ⊕ n) (Unit ⊕ n) ℝ} (hv : HasDerivAt v a t) (hlt : v t ⬝ᵥ v t < 1)
    (hD : ∀ i j, HasDerivAt (fun s => boost (lorentzFactor (v s) • v s) i j) (D i j) t) :
    (boost (-(lorentzFactor (v t) • v t)) * D).toBlocks₂₂ =
      (lorentzFactor (v t) ^ 2 / (1 + lorentzFactor (v t))) •
        (vecMulVec a (v t) - vecMulVec (v t) a) := by
  have h : 0 < 1 - v t ⬝ᵥ v t := by linarith
  have hs : 0 < √(1 - v t ⬝ᵥ v t) := Real.sqrt_pos.2 h
  obtain ⟨k, hk⟩ : ∃ k, HasDerivAt (fun s => lorentzFactor (v s)) k t :=
    ⟨_, (((hasDerivAt_dot_self hv).const_sub 1).sqrt h.ne').inv hs.ne'⟩
  have hu : HasDerivAt (fun s => lorentzFactor (v s) • v s)
      (lorentzFactor (v t) • a + k • v t) t := hk.smul hv
  -- both expressions for the Lorentz factor agree
  have hγ : gamma (lorentzFactor (v t) • v t) = lorentzFactor (v t) := by
    have hg : lorentzFactor (v t) ^ 2 * (1 - v t ⬝ᵥ v t) = 1 := by
      rw [lorentzFactor, inv_pow, Real.sq_sqrt h.le, inv_mul_cancel₀ h.ne']
    have hsq : 1 + (lorentzFactor (v t) • v t) ⬝ᵥ (lorentzFactor (v t) • v t) =
        lorentzFactor (v t) ^ 2 := by
      simp only [smul_dotProduct, dotProduct_smul, smul_eq_mul]
      linear_combination -hg
    have hnn : 0 ≤ lorentzFactor (v t) := inv_nonneg.2 hs.le
    rw [gamma, hsq, Real.sqrt_sq hnn]
  refine (thomas_precession hu hD).trans ?_
  -- the part of u' along v drops out by antisymmetry
  ext i j
  simp only [hγ, Matrix.smul_apply, Matrix.sub_apply, vecMulVec_apply, Pi.add_apply,
    Pi.smul_apply, smul_eq_mul]
  ring

end

end ThomasPrecession
```

At low speed the prefactor tends to \(1/2\). This is the kinematic origin of the Thomas half in the spin–orbit coupling used in electronic structure, although the path here is classical and prescribed, and no Hamiltonian is derived.

```lean
#print axioms ThomasPrecession.thomas_precession
-- 'ThomasPrecession.thomas_precession' depends on axioms: [propext, Classical.choice, Quot.sound]
#print axioms ThomasPrecession.thomasRate_mulVec_eq_cross
-- 'ThomasPrecession.thomasRate_mulVec_eq_cross' depends on axioms: [propext, Classical.choice, Quot.sound]
#print axioms ThomasPrecession.thomas_precession_velocity
-- 'ThomasPrecession.thomas_precession_velocity' depends on axioms: [propext, Classical.choice, Quot.sound]
```
